# The AKLT state has zero energy for the sum of spin-2 bond projectors on a spin-1 ring of two or more sites

On a ring of \(N\ge 2\) spins 1, let \(X_i=\mathbf S_i\cdot\mathbf S_{i+1}\), with sites \(i=0,\dots,N-1\) counted cyclically. Label the states \(m=+1,0,-1\) of each spin by 0, 1, 2, and set

\[
A_0=\sqrt2\,\sigma_+=\begin{pmatrix}0&\sqrt2\\0&0\end{pmatrix},\quad
A_1=-\sigma_z=\begin{pmatrix}-1&0\\0&1\end{pmatrix},\quad
A_2=-\sqrt2\,\sigma_-=\begin{pmatrix}0&0\\-\sqrt2&0\end{pmatrix}.
\]

The state with amplitudes \(\psi(a_0,\dots,a_{N-1})=\operatorname{tr}(A_{a_0}\cdots A_{a_{N-1}})\), where each \(a_j\) is one of the labels 0, 1, 2, is nonzero, and

\[
H\psi=0,\qquad H=\sum_i h_i,\qquad h_i=\tfrac16X_i^2+\tfrac12X_i+\tfrac13 .
\]

Each \(h_i\) annihilates \(\psi\) separately. A tensor-network program can represent \(\psi\) exactly: bond dimension 2 suffices if its matrix product is closed by a trace, as here, and bond dimension 4 if it has open ends. This gives such programs an exact energy to compare with, at this one ratio of bilinear to biquadratic coupling and for finite rings.

The polynomial has a simple meaning. Two spins 1 coupled to total spin \(S\) have \(X=\tfrac12S(S+1)-2\), which is \(1,-1,-2\) for \(S=2,1,0\). The corresponding values of \(h\) are \(1,0,0\), so \(h_i\) is the projector onto total spin 2 on its bond. A sum of projectors has no negative eigenvalue, so zero is the lowest energy of \(H\) and \(\psi\) is a ground state. The Lean code proves the zero energy but not this lower bound. The value zero also depends on the constant \(\tfrac13\) in each bond term: since \(\sum_i(X_i+\tfrac13X_i^2)=2H-\tfrac23N\), the Hamiltonian written without constants has energy \(-\tfrac23N\) in the same state.

## Reduction to one bond

Fix all spins except those at \(i\) and \(i+1\), and let \(F_{ab}\) be the amplitude when these two are in states \(a\) and \(b\). An operator \(B\) on site \(i\) and \(C\) on site \(i+1\) send \(F\) to \(BFC^{T}\), so \(X_i\) acts as

\[
F\mapsto XF=S^xFS^{xT}+S^yFS^{yT}+S^zFS^{zT}.
\]

Write \(S^x=M_x/\sqrt2\) and \(S^y=iM_y/\sqrt2\), where \(M_x\) has rows \((0,1,0),(1,0,1),(0,1,0)\) and \(M_y\) has rows \((0,-1,0),(1,0,-1),(0,1,0)\). The first two terms are then \(\tfrac12(M_xFM_x^T-M_yFM_y^T)\), and with the \(S^z\) term

\[
XF=\begin{pmatrix}F_{00}&F_{10}&F_{11}-F_{02}\\F_{01}&F_{02}+F_{20}&F_{21}\\F_{11}-F_{20}&F_{12}&F_{22}\end{pmatrix}.
\]

Applying the map again gives

\[
X^2F=\begin{pmatrix}F_{00}&F_{01}&2F_{02}+F_{20}-F_{11}\\F_{10}&2F_{11}-F_{02}-F_{20}&F_{12}\\F_{02}+2F_{20}-F_{11}&F_{21}&F_{22}\end{pmatrix}.
\]

With \(G=F_{02}+F_{20}+2F_{11}\), the bond term is therefore

\[
hF=\begin{pmatrix}F_{00}&\frac12(F_{01}+F_{10})&\frac16G\\ \frac12(F_{01}+F_{10})&\frac13G&\frac12(F_{12}+F_{21})\\ \frac16G&\frac12(F_{12}+F_{21})&F_{22}\end{pmatrix}.
\]

Only five symmetric combinations of amplitudes remain.

## Five relations between the matrices

Direct multiplication gives \(A_0^2=A_2^2=0\). Since \(\sigma_z\) anticommutes with \(\sigma_\pm\), also \(A_0A_1+A_1A_0=0\) and \(A_1A_2+A_2A_1=0\). Finally \(A_0A_2=\operatorname{diag}(-2,0)\), \(A_2A_0=\operatorname{diag}(0,-2)\) and \(A_1^2=1\), so

\[
A_0A_2+A_2A_0+2A_1^2=0 .
\]

By cyclicity of the trace, the matrices of any bond can be brought to the front. Hence \(F_{ab}=\operatorname{tr}(A_aA_bR)\), where \(R\) is the ordered product of the other \(N-2\) matrices. Multiplying the five relations by \(R\) and taking traces makes all five combinations vanish, so \(h_i\psi=0\).

For nonvanishing, take the configuration \((0,2,1,\dots,1)\) with \(n=N-2\) trailing ones. Its amplitude is
\[
\operatorname{tr}(A_0A_2A_1^n)=\operatorname{tr}\bigl(\operatorname{diag}(-2,0)\operatorname{diag}((-1)^n,1)\bigr)=-2(-1)^n\neq0 .
\]

## Rings of two and three sites

For \(N=2\), \(R=1\) and the nonzero amplitudes are \(F_{02}=F_{20}=-2\) and \(F_{11}=2\). Normalised, the state is \((|11\rangle-|02\rangle-|20\rangle)/\sqrt3\), the singlet. The formula for \(XF\) multiplies it by \(-2\), and \(\tfrac46-1+\tfrac13=0\).

For \(N=3\), put the last spin in state 1, so that \(R=A_1\). Then \(F_{02}=2\), \(F_{20}=-2\), and all other entries vanish, including \(F_{11}=\operatorname{tr}A_1^3=0\). Here \(XF=-F\), and \(\tfrac16-\tfrac12+\tfrac13=0\).

## States and operators in Lean

```lean
import Mathlib

open Matrix Function

namespace AKLTRing

noncomputable section
```

A state assigns a complex amplitude to each configuration. Nothing is normalised.

```lean
/-- States of `N` spins 1: amplitudes on configurations, with labels 0, 1, 2 for m = +1, 0, -1. -/
abbrev State (N : ℕ) := (Fin N → Fin 3) → ℂ
```

The spin matrices are the standard ones, with \(\hbar=1\) and basis order \(m=+1,0,-1\).

```lean
/-- The complex number √2. -/
def sqrtTwo : ℂ := ((Real.sqrt 2 : ℝ) : ℂ)

lemma sqrtTwo_mul_self : sqrtTwo * sqrtTwo = 2 := by
  rw [sqrtTwo, ← Complex.ofReal_mul, Real.mul_self_sqrt (by norm_num)]
  norm_num

/-- The spin-1 matrix of S^x. -/
def Sx : Matrix (Fin 3) (Fin 3) ℂ := sqrtTwo⁻¹ • !![0, 1, 0; 1, 0, 1; 0, 1, 0]

/-- The spin-1 matrix of S^y. -/
def Sy : Matrix (Fin 3) (Fin 3) ℂ :=
  (Complex.I * sqrtTwo⁻¹) • !![0, -1, 0; 1, 0, -1; 0, 1, 0]

/-- The spin-1 matrix of S^z. -/
def Sz : Matrix (Fin 3) (Fin 3) ℂ := !![1, 0, 0; 0, 0, 0; 0, 0, -1]
```

A one-site matrix becomes a linear operator on the whole ring by summing over the new value `k` of the spin at site `i`; `update m i k` is the configuration `m` with that spin replaced.

```lean
/-- The operator that acts with the one-spin matrix `B` on site `i`. -/
def siteOp {N : ℕ} (B : Matrix (Fin 3) (Fin 3) ℂ) (i : Fin N) : Module.End ℂ (State N) where
  toFun φ := fun m => ∑ k, B (m i) k * φ (update m i k)
  map_add' φ χ := by
    funext m
    simp [mul_add, Finset.sum_add_distrib]
  map_smul' c φ := by
    funext m
    simp [Finset.mul_sum, mul_left_comm]
```

Products of operators are compositions, and `i + 1` is cyclic addition in `Fin (n + 2)`, which supplies the periodic boundary. The number of sites is \(N=n+2\), so every natural number `n` is allowed. At `n = 0` the two bonds join the same pair of spins, and the Hamiltonian counts that pair twice.

```lean
/-- The exchange coupling X_i = S_i · S_(i+1) on a ring of `n + 2` sites. -/
def exchange {n : ℕ} (i : Fin (n + 2)) : Module.End ℂ (State (n + 2)) :=
  siteOp Sx i * siteOp Sx (i + 1) + siteOp Sy i * siteOp Sy (i + 1)
    + siteOp Sz i * siteOp Sz (i + 1)

/-- The bond term X_i²/6 + X_i/2 + 1/3. -/
def bondTerm {n : ℕ} (i : Fin (n + 2)) : Module.End ℂ (State (n + 2)) :=
  (1 / 6 : ℂ) • (exchange i * exchange i) + (1 / 2 : ℂ) • exchange i + (1 / 3 : ℂ) • 1

/-- The AKLT Hamiltonian: the sum of the bond terms around the ring. -/
def hamiltonian (n : ℕ) : Module.End ℂ (State (n + 2)) := ∑ i, bondTerm i
```

The amplitude is the trace of an ordered list product, beginning at site 0.

```lean
/-- The matrices `A 0` = √2 σ_+, `A 1` = -σ_z and `A 2` = -√2 σ_-. -/
def A : Fin 3 → Matrix (Fin 2) (Fin 2) ℂ :=
  ![!![0, sqrtTwo; 0, 0], !![-1, 0; 0, 1], !![0, 0; -sqrtTwo, 0]]

/-- The unnormalised AKLT state: the amplitude at `m` is the trace of the product of the matrices `A
(m i)`, taken in order from site 0 to the last site. -/
def aklt (N : ℕ) : State N := fun m => trace (List.ofFn fun i => A (m i)).prod
```

## The action on a bond

`bondAmp φ m i` is the matrix \(F\), and `pairExchange` is the map \(F\mapsto XF\).

```lean
/-- The amplitudes of `φ` as the spins at `i` and `i + 1` vary and all others are as in `m`. -/
def bondAmp {n : ℕ} (φ : State (n + 2)) (m : Fin (n + 2) → Fin 3) (i : Fin (n + 2)) :
    Matrix (Fin 3) (Fin 3) ℂ := fun a b => φ (update (update m i a) (i + 1) b)

/-- The exchange coupling as a map on the amplitude matrix of two spins. -/
def pairExchange (F : Matrix (Fin 3) (Fin 3) ℂ) : Matrix (Fin 3) (Fin 3) ℂ :=
  Sx * F * Sxᵀ + Sy * F * Syᵀ + Sz * F * Szᵀ
```

The sites `i` and `i + 1` are distinct because the ring has at least two sites. This lets the two replacements in a configuration be treated independently, which gives \(F\mapsto BFC^T\); summing over the three spin components gives the exchange coupling.

```lean
lemma site_ne_next {n : ℕ} (i : Fin (n + 2)) : i ≠ i + 1 := by
  intro h
  have h0 : (1 : Fin (n + 2)) = 0 := left_eq_add.mp h
  exact absurd (congrArg Fin.val h0) (by simp)

lemma bondAmp_siteOp {n : ℕ} (B C : Matrix (Fin 3) (Fin 3) ℂ) (φ : State (n + 2))
    (m : Fin (n + 2) → Fin 3) (i : Fin (n + 2)) :
    bondAmp (siteOp B i (siteOp C (i + 1) φ)) m i = B * bondAmp φ m i * Cᵀ := by
  ext a b
  have e : ∀ k l, update (update (update (update m i a) (i + 1) b) i k) (i + 1) l
      = update (update m i k) (i + 1) l := by
    intro k l
    funext j
    simp only [Function.update_apply]
    split_ifs <;> rfl
  have e1 : update (update m i a) (i + 1) b i = a := by
    rw [Function.update_of_ne (site_ne_next i), Function.update_self]
  have e2 : ∀ k, update (update (update m i a) (i + 1) b) i k (i + 1) = b := by
    intro k
    rw [Function.update_of_ne (site_ne_next i).symm, Function.update_self]
  change ∑ k, B (update (update m i a) (i + 1) b i) k *
    ∑ l, C (update (update (update m i a) (i + 1) b) i k (i + 1)) l *
      φ (update (update (update (update m i a) (i + 1) b) i k) (i + 1) l) = _
  simp only [e, e1, e2, Matrix.mul_apply, Matrix.transpose_apply, bondAmp,
    Finset.mul_sum, Finset.sum_mul]
  rw [Finset.sum_comm]
  refine Finset.sum_congr rfl fun l _ => Finset.sum_congr rfl fun k _ => ?_
  ring

lemma bondAmp_exchange {n : ℕ} (φ : State (n + 2)) (m : Fin (n + 2) → Fin 3)
    (i : Fin (n + 2)) : bondAmp (exchange i φ) m i = pairExchange (bondAmp φ m i) := by
  rw [pairExchange, ← bondAmp_siteOp, ← bondAmp_siteOp, ← bondAmp_siteOp]
  rfl
```

The next lemma is the explicit matrix for \(XF\). Its proof pulls out the scalar prefactors of \(S^x\) and \(S^y\), whose squares are \(\tfrac12\) and \(-\tfrac12\), and then compares the nine entries. Using it twice yields the formula for \(hF\).

```lean
lemma pairExchange_eq (F : Matrix (Fin 3) (Fin 3) ℂ) : pairExchange F =
    !![F 0 0, F 1 0, F 1 1 - F 0 2; F 0 1, F 0 2 + F 2 0, F 2 1;
       F 1 1 - F 2 0, F 1 2, F 2 2] := by
  have hr : sqrtTwo⁻¹ * sqrtTwo⁻¹ = 1 / 2 := by
    rw [← mul_inv, sqrtTwo_mul_self]; norm_num
  have hi : (Complex.I * sqrtTwo⁻¹) * (Complex.I * sqrtTwo⁻¹) = -(1 / 2) := by
    linear_combination Complex.I ^ 2 * hr + (1 / 2) * Complex.I_sq
  have hc : ∀ (c : ℂ) (M : Matrix (Fin 3) (Fin 3) ℂ),
      (c • M) * F * (c • M)ᵀ = (c * c) • (M * F * Mᵀ) := by
    intro c M
    rw [Matrix.transpose_smul, Matrix.smul_mul, Matrix.smul_mul, Matrix.mul_smul, smul_smul]
  rw [pairExchange, Sx, Sy, hc, hc, hr, hi]
  ext a b
  simp only [Sz, Matrix.add_apply, Matrix.smul_apply, Matrix.mul_apply,
    Matrix.transpose_apply, Fin.sum_univ_three, smul_eq_mul]
  fin_cases a <;> fin_cases b <;> simp <;> ring

/-- On two spins, X²/6 + X/2 + 1/3 depends only on five symmetric combinations of amplitudes. -/
theorem pair_bondTerm (F : Matrix (Fin 3) (Fin 3) ℂ) :
    (1 / 6 : ℂ) • pairExchange (pairExchange F) + (1 / 2 : ℂ) • pairExchange F
      + (1 / 3 : ℂ) • F =
    !![F 0 0, (F 0 1 + F 1 0) / 2, (F 0 2 + F 2 0 + 2 * F 1 1) / 6;
       (F 0 1 + F 1 0) / 2, (F 0 2 + F 2 0 + 2 * F 1 1) / 3, (F 1 2 + F 2 1) / 2;
       (F 0 2 + F 2 0 + 2 * F 1 1) / 6, (F 1 2 + F 2 1) / 2, F 2 2] := by
  rw [pairExchange_eq (pairExchange F), pairExchange_eq F]
  ext a b
  fin_cases a <;> fin_cases b <;> simp <;> ring
```

The five matrix relations are also checked entry by entry.

```lean
/-- The same five symmetric combinations vanish for products of two AKLT matrices. -/
theorem tensor_relations : A 0 * A 0 = 0 ∧ A 2 * A 2 = 0 ∧ A 0 * A 1 + A 1 * A 0 = 0 ∧
    A 1 * A 2 + A 2 * A 1 = 0 ∧ A 0 * A 2 + A 2 * A 0 + (2 : ℂ) • (A 1 * A 1) = 0 := by
  refine ⟨?_, ?_, ?_, ?_, ?_⟩ <;> ext a b <;> fin_cases a <;> fin_cases b <;>
    simp [A, Matrix.mul_apply, Fin.sum_univ_two, sqrtTwo_mul_self]
```

## Moving the bond to the front

`aklt_shift` carries the first matrix around the trace, using \(\operatorname{tr}(PQ)=\operatorname{tr}(QP)\). The small lemma before it says that adding one to a site other than the last does not wrap around. Induction on the displacement then gives invariance under every translation.

```lean
lemma castSucc_add_one' {n : ℕ} (j : Fin (n + 1)) : j.castSucc + 1 = j.succ := by
  have hj := j.isLt
  apply Fin.ext
  change (j.val + 1 % (n + 2)) % (n + 2) = j.val + 1
  rw [Nat.mod_eq_of_lt (by omega : 1 < n + 2), Nat.mod_eq_of_lt (by omega)]

lemma aklt_shift {n : ℕ} (m : Fin (n + 2) → Fin 3) :
    aklt (n + 2) (fun j => m (j + 1)) = aklt (n + 2) m := by
  have h1 : List.ofFn (fun j : Fin (n + 2) => A (m (j + 1)))
      = List.ofFn (fun j : Fin (n + 1) => A (m j.succ)) ++ [A (m 0)] := by
    rw [List.ofFn_succ', List.concat_eq_append]
    simp only [castSucc_add_one', Fin.last_add_one]
  have h2 : List.ofFn (fun j : Fin (n + 2) => A (m j))
      = A (m 0) :: List.ofFn (fun j : Fin (n + 1) => A (m j.succ)) := List.ofFn_succ
  -- the first matrix is carried around the trace
  change trace (List.ofFn fun j : Fin (n + 2) => A (m (j + 1))).prod
    = trace (List.ofFn fun j : Fin (n + 2) => A (m j)).prod
  rw [h1, h2, List.prod_append, List.prod_singleton, List.prod_cons,
    Matrix.trace_mul_comm]

/-- The AKLT state is invariant under every translation of the ring. -/
theorem aklt_translate {n : ℕ} (m : Fin (n + 2) → Fin 3) (i : Fin (n + 2)) :
    aklt (n + 2) (fun j => m (j + i)) = aklt (n + 2) m := by
  induction i using Fin.induction with
  | zero => simp
  | succ i ih =>
    refine Eq.trans ?_ ((aklt_shift (fun j => m (j + i.castSucc))).trans ih)
    congr 1
    funext j
    have e : j + i.succ = j + 1 + i.castSucc := by
      rw [← castSucc_add_one' i]
      exact ((add_assoc j 1 i.castSucc).trans
        (congrArg (fun x => j + x) (add_comm 1 i.castSucc))).symm
    exact congrArg m e
```

Translating by `i` places the chosen bond at positions 0 and 1 of the product. The remaining matrices form `R`, which does not depend on `a` or `b`.

```lean
lemma aklt_bond {n : ℕ} (m : Fin (n + 2) → Fin 3) (i : Fin (n + 2)) :
    ∃ R, ∀ a b, bondAmp (aklt (n + 2)) m i a b = trace (A a * A b * R) := by
  refine ⟨(List.ofFn fun j : Fin n => A (m (j.succ.succ + i))).prod, fun a b => ?_⟩
  have e0 : update (update m i a) (i + 1) b (0 + i) = a := by
    rw [zero_add, Function.update_of_ne (site_ne_next i), Function.update_self]
  have e1 : update (update m i a) (i + 1) b ((0 : Fin (n + 1)).succ + i) = b := by
    rw [Fin.succ_zero_eq_one, add_comm (1 : Fin (n + 2)) i, Function.update_self]
  have e2 : ∀ j : Fin n, update (update m i a) (i + 1) b (j.succ.succ + i)
      = m (j.succ.succ + i) := by
    intro j
    rw [Function.update_of_ne, Function.update_of_ne]
    · exact fun h => Fin.succ_ne_zero _ (add_eq_right.mp h)
    · intro h
      have h' := add_right_cancel (h.trans (add_comm i 1))
      exact Fin.succ_ne_zero j
        (Fin.succ_injective _ (h'.trans Fin.succ_zero_eq_one.symm))
  -- rotate the ring so that the bond comes first in the matrix product
  rw [bondAmp, ← aklt_translate _ i, aklt, List.ofFn_succ, List.ofFn_succ,
    List.prod_cons, List.prod_cons, ← mul_assoc]
  simp only [e0, e1, e2]
```

## Zero energy and a nonzero amplitude

In `bondTerm_aklt`, the facts `k01`, `k12` and `k02` are the traced forms of three of the relations. Together with `h00` and `h22`, which state \(A_0^2=0\) and \(A_2^2=0\), they make the whole bond matrix vanish. Choosing `a` and `b` to be the spins already present in `m` recovers the amplitude at `m` itself.

```lean
/-- Each bond term separately annihilates the AKLT state. -/
theorem bondTerm_aklt {n : ℕ} (i : Fin (n + 2)) : bondTerm i (aklt (n + 2)) = 0 := by
  funext m
  obtain ⟨R, hR⟩ := aklt_bond m i
  obtain ⟨h00, h22, h01, h12, h02⟩ := tensor_relations
  have hz : bondAmp (bondTerm i (aklt (n + 2))) m i = 0 := by
    have h : bondAmp (bondTerm i (aklt (n + 2))) m i =
        (1 / 6 : ℂ) • bondAmp (exchange i (exchange i (aklt (n + 2)))) m i
        + (1 / 2 : ℂ) • bondAmp (exchange i (aklt (n + 2))) m i
        + (1 / 3 : ℂ) • bondAmp (aklt (n + 2)) m i := rfl
    rw [h, bondAmp_exchange, bondAmp_exchange, pair_bondTerm]
    have k01 : trace (A 0 * A 1 * R) + trace (A 1 * A 0 * R) = 0 := by
      rw [← Matrix.trace_add, ← add_mul, h01, zero_mul, Matrix.trace_zero]
    have k12 : trace (A 1 * A 2 * R) + trace (A 2 * A 1 * R) = 0 := by
      rw [← Matrix.trace_add, ← add_mul, h12, zero_mul, Matrix.trace_zero]
    have k02 : trace (A 0 * A 2 * R) + trace (A 2 * A 0 * R)
        + 2 * trace (A 1 * A 1 * R) = 0 := by
      have h := congrArg (fun M => trace (M * R)) h02
      simpa only [add_mul, Matrix.smul_mul, Matrix.trace_add, Matrix.trace_smul,
        smul_eq_mul, zero_mul, Matrix.trace_zero] using h
    simp only [hR, k01, k12, k02, h00, h22, zero_mul, Matrix.trace_zero, zero_div]
    ext a b
    fin_cases a <;> fin_cases b <;> simp
  have hm := congrFun (congrFun hz (m i)) (m (i + 1))
  simp only [bondAmp, Function.update_eq_self] at hm
  exact hm
```

The explicit amplitude follows from the powers of \(A_1\), found by induction. In the code, `Fin.cons 0 (Fin.cons 2 fun _ => 1)` is the configuration \((0,2,1,\dots,1)\).

```lean
/-- The configuration (+, -, 0, …, 0) has amplitude -2(-1)^n in the AKLT state. -/
theorem aklt_amplitude (n : ℕ) :
    aklt (n + 2) (Fin.cons 0 (Fin.cons 2 fun _ => 1)) = -2 * (-1) ^ n := by
  have hp : A 1 ^ n = !![(-1) ^ n, 0; 0, 1] := by
    induction n with
    | zero => ext a b; fin_cases a <;> fin_cases b <;> simp
    | succ n ih =>
      rw [pow_succ, ih]
      ext a b
      fin_cases a <;> fin_cases b <;>
        simp [A, Matrix.mul_apply, Fin.sum_univ_two, pow_succ]
  have h02 : A 0 * A 2 = !![-2, 0; 0, 0] := by
    ext a b
    fin_cases a <;> fin_cases b <;>
      simp [A, Matrix.mul_apply, Fin.sum_univ_two, sqrtTwo_mul_self]
  have h : aklt (n + 2) (Fin.cons 0 (Fin.cons 2 fun _ => 1))
      = trace (A 0 * (A 2 * A 1 ^ n)) := by
    simp [aklt, List.ofFn_succ, List.ofFn_const]
  rw [h, ← mul_assoc, h02, hp]
  simp [Matrix.trace_fin_two]
```

The main theorem joins the two parts: the state is not the zero vector, and the sum of the bond terms sends it to zero. The uniqueness of the ground state and the energy gap, for which the AKLT chain is best known, are separate questions that this theorem does not address.

```lean
/-- On a spin-1 ring of `n + 2` sites, the AKLT state is nonzero and is annihilated by
the sum of X_i²/6 + X_i/2 + 1/3 over all bonds. -/
theorem aklt_zero_energy (n : ℕ) :
    aklt (n + 2) ≠ 0 ∧ hamiltonian n (aklt (n + 2)) = 0 := by
  constructor
  · intro h
    have h1 := aklt_amplitude n
    rw [h, Pi.zero_apply] at h1
    exact mul_ne_zero (by norm_num) (pow_ne_zero n (by norm_num)) h1.symm
  · rw [hamiltonian, LinearMap.sum_apply]
    exact Finset.sum_eq_zero fun i _ => bondTerm_aklt i
```

A single site behaves differently. All three matrices are traceless, so the trace construction gives the zero vector, and two sites is the smallest ring on which it produces a state.

```lean
/-- For a single site the trace construction gives the zero vector. -/
theorem aklt_one_site : aklt 1 = 0 := by
  have h : ∀ a, trace (A a) = 0 := by
    intro a
    fin_cases a <;> simp [A, Matrix.trace_fin_two]
  funext m
  simp [aklt, List.ofFn_succ, h]

end

end AKLTRing
```

```lean
#print axioms AKLTRing.aklt_zero_energy
#print axioms AKLTRing.aklt_one_site
```

```
'AKLTRing.aklt_zero_energy' depends on axioms: [propext, Classical.choice, Quot.sound]
'AKLTRing.aklt_one_site' depends on axioms: [propext, Classical.choice, Quot.sound]
```
